# How much squared Euclidean error a conjugate-gradient step removes

A simulation with a polarisable force field can find its induced dipoles by running conjugate gradients on a linear system $Ax=b$, stopping after some iterations and passing the last iterate to the force routine. A natural question is whether the last iterate is nearer to the exact dipoles than the earlier ones. Conjugate gradients minimises the error in the $A$-norm, which here measures the excess polarisation energy. That minimisation does not by itself show that the Euclidean error, and with it the root-mean-square error of the dipoles, goes down.

The problems below find the exact change of the squared Euclidean error in one step. They apply to such a dipole solver when $A$ is a fixed, real, symmetric positive definite matrix, no preconditioner is used and rounding is absent. A program that meets the other conditions still rounds: in floating point the updated residual can drift away from $b-Ax$, and the orthogonality used below in general holds only approximately.

## The iteration and its error

```lean
import Mathlib

open scoped InnerProductSpace

namespace ConjugateGradientError

noncomputable section
```

A state holds the iterate $x$, the residual $r$ and the search direction $p$.

```lean
/-- The data carried by conjugate gradients: iterate `x`, residual `r`, search direction `p`. -/
structure State (E : Type*) where
  x : E
  r : E
  p : E
```

The vectors live in a real inner product space `E` of any dimension, and $A$ is a linear map defined on all of it. The Lean name `energy` stands for $\langle v,Av\rangle$, the squared $A$-norm. For an error vector this is twice the excess of the quadratic function $\tfrac12\langle x,Ax\rangle-\langle b,x\rangle$ over its minimum, so the name differs from the physical energy by a factor of two.

```lean
variable {E : Type*} [NormedAddCommGroup E] [InnerProductSpace ℝ E]

/-- The quadratic form `⟨v, A v⟩`, called the energy of `v`. -/
def energy (A : E →ₗ[ℝ] E) (v : E) : ℝ := ⟪v, A v⟫_ℝ
```

Symmetry and positivity are the two conditions on $A$. For induced dipoles, positivity says that every nonzero dipole pattern costs energy in zero field, so that there is no polarisation catastrophe.

```lean
/-- A symmetric positive definite operator on a real inner product space. -/
structure IsSPD (A : E →ₗ[ℝ] E) : Prop where
  symm : ∀ x y, ⟪A x, y⟫_ℝ = ⟪x, A y⟫_ℝ
  pos : ∀ x, x ≠ 0 → 0 < energy A x
```

One step uses the step length $a$ and then the new residual $r'$:
$$a=\frac{\|r\|^2}{\langle p,Ap\rangle},\qquad r'=r-a\,Ap .$$

```lean
/-- The step length `‖r‖² / ⟨p, A p⟩`, meant for `⟨p, A p⟩ ≠ 0`. -/
def stepLength (A : E →ₗ[ℝ] E) (s : State E) : ℝ := ‖s.r‖ ^ 2 / energy A s.p

/-- The residual after one step, meant for `⟨p, A p⟩ ≠ 0`. -/
def nextResidual (A : E →ₗ[ℝ] E) (s : State E) : E := s.r - stepLength A s • A s.p
```

The new iterate and direction are
$$x'=x+a\,p,\qquad p'=r'+\beta p,\qquad \beta=\frac{\|r'\|^2}{\|r\|^2}.$$

```lean
/-- One conjugate-gradient step, meant for `r ≠ 0` and `⟨p, A p⟩ ≠ 0`. -/
def step (A : E →ₗ[ℝ] E) (s : State E) : State E where
  x := s.x + stepLength A s • s.p
  r := nextResidual A s
  p := nextResidual A s + (‖nextResidual A s‖ ^ 2 / ‖s.r‖ ^ 2) • s.p
```

The run starts from any $x_0$ with $p_0=r_0=b-Ax_0$. Its state at step $k$ is `cg A b x₀ k`, with components $x_k$, $r_k$ and $p_k$.

```lean
/-- The conjugate-gradient run for `A x = b` from `x₀`, with first direction `p₀ = r₀`;
its steps are meant for nonzero residuals. -/
def cg (A : E →ₗ[ℝ] E) (b x₀ : E) : ℕ → State E
  | 0 => ⟨x₀, b - A x₀, b - A x₀⟩
  | k + 1 => step A (cg A b x₀ k)
```

The exact solution $x_*$ is written `xs`, and the error is $e_k=x_*-x_k$, with this sign. The theorems about the run assume $Ax_*=b$; that a solution exists is thus a hypothesis, which holds automatically in finite dimension.

```lean
/-- The error `xs - x_k` of the `k`-th iterate relative to the point `xs`. -/
def err (A : E →ₗ[ℝ] E) (b x₀ xs : E) (k : ℕ) : E := xs - (cg A b x₀ k).x
```

For a single state put $e=x_*-x$. The state is called aligned when
$$r=Ae,\qquad \langle r,p\rangle=\|r\|^2,\qquad \langle e,p\rangle\,\|r\|^2=\langle e,Ae\rangle\,\|p\|^2 .$$
The third relation links the Euclidean overlap of error and direction to the $A$-norm. The term is local to this text. The three fields are `res`, `dir` and `err`; the field `err` is a relation, unlike the function `err` above.

```lean
/-- With `e = xs - x`: the residual is `A e`, its overlap with `p` is `‖r‖²`, and
`⟨e, p⟩ ‖r‖² = ⟨e, A e⟩ ‖p‖²`. -/
structure Aligned (A : E →ₗ[ℝ] E) (xs : E) (s : State E) : Prop where
  res : s.r = A (xs - s.x)
  dir : ⟪s.r, s.p⟫_ℝ = ‖s.r‖ ^ 2
  err : ⟪xs - s.x, s.p⟫_ℝ * ‖s.r‖ ^ 2 = energy A (xs - s.x) * ‖s.p‖ ^ 2
```

## (a) The error after one step

Show that the new error $e'=x_*-x'$ is
$$e'=e-a\,p .$$

Insert the update of the iterate: $x_*-(x+a\,p)=(x_*-x)-a\,p$. No property of $A$ is needed. In Lean, `step A s` is the state after the step from `s`.

```lean
variable {A : E →ₗ[ℝ] E} {b xs : E} {s : State E}

/-- A step changes the error by minus the step length times the search direction. -/
theorem step_error : xs - (step A s).x = xs - s.x - stepLength A s • s.p :=
  sub_add_eq_sub_sub _ _ _
```

## (b) Positive curvature along the search direction

Let the state be aligned with $r\neq0$. Show that
$$\langle p,Ap\rangle>0 .$$

By positivity of $A$ it is enough that $p\neq0$. If $p$ were zero, then $\langle r,p\rangle=0$. Alignment gives $\langle r,p\rangle=\|r\|^2>0$, a contradiction. The Lean proof substitutes $p=0$ into the field `dir` in the same way. The division in $a$ is therefore legitimate.

```lean
/-- For symmetric positive definite `A`, an aligned state with nonzero residual has a search
direction of positive energy. -/
theorem curvature_pos (hA : IsSPD A) (h : Aligned A xs s) (hr : s.r ≠ 0) :
    0 < energy A s.p := by
  apply hA.pos
  intro hp
  have h1 := h.dir
  rw [hp, inner_zero_right] at h1
  exact pow_ne_zero 2 (norm_ne_zero_iff.mpr hr) h1.symm
```

## (c) The new error against the old direction

Let the state be aligned with $r\ne0$. Show that
$$r'=Ae',\qquad \langle r',p\rangle=0,\qquad \langle e',p\rangle\,\|r\|^2=\langle e',Ae'\rangle\,\|p\|^2 .$$

The first equation follows from linearity: $r'=Ae-a\,Ap=A(e-a\,p)$.

For the second, part (b) gives $a\langle p,Ap\rangle=\|r\|^2$, so
$$\langle r',p\rangle=\langle r,p\rangle-a\langle Ap,p\rangle=\|r\|^2-\|r\|^2=0 .$$

For the third, symmetry gives $\langle e,Ap\rangle=\langle Ae,p\rangle=\langle r,p\rangle=\|r\|^2$, and likewise $\langle p,Ae\rangle=\|r\|^2$. Hence
$$\langle e',Ae'\rangle=\langle e,Ae\rangle-2a\|r\|^2+a^2\langle p,Ap\rangle=\langle e,Ae\rangle-a\|r\|^2 .$$
On the other side,
$$\langle e',p\rangle\|r\|^2=\langle e,p\rangle\|r\|^2-a\|p\|^2\|r\|^2 .$$
The old alignment relation turns the first term on the right into $\langle e,Ae\rangle\|p\|^2$, so the right side is $\bigl(\langle e,Ae\rangle-a\|r\|^2\bigr)\|p\|^2=\langle e',Ae'\rangle\|p\|^2$.

In the code, `ha` is the equation for $a$, while `h4` and `h5` are the two mixed products. The final `linear_combination` combines the old relation with `ha`.

```lean
/-- For symmetric positive definite `A`, a step from an aligned state with `r ≠ 0` gives a
residual `A e'` orthogonal to the old `p`, and `⟨e', p⟩ ‖r‖² = ⟨e', A e'⟩ ‖p‖²`
for the new error `e'`. -/
theorem step_overlap (hA : IsSPD A) (h : Aligned A xs s) (hr : s.r ≠ 0) :
    (step A s).r = A (xs - (step A s).x) ∧ ⟪(step A s).r, s.p⟫_ℝ = 0 ∧
    ⟪xs - (step A s).x, s.p⟫_ℝ * ‖s.r‖ ^ 2 =
      energy A (xs - (step A s).x) * ‖s.p‖ ^ 2 := by
  have ha : stepLength A s * ⟪s.p, A s.p⟫_ℝ = ‖s.r‖ ^ 2 :=
    div_mul_cancel₀ _ (curvature_pos hA h hr).ne'
  obtain ⟨h1, h2, h3⟩ := h
  rw [step_error]
  generalize xs - s.x = e at h1 h3 ⊢
  refine ⟨?_, ?_, ?_⟩
  · change s.r - stepLength A s • A s.p = _
    rw [map_sub, map_smul, ← h1]
  · change ⟪s.r - stepLength A s • A s.p, s.p⟫_ℝ = 0
    rw [inner_sub_left, real_inner_smul_left, h2, hA.symm, ha, sub_self]
  · have h4 : ⟪e, A s.p⟫_ℝ = ‖s.r‖ ^ 2 := by rw [← hA.symm, ← h1, h2]
    have h5 : ⟪s.p, A e⟫_ℝ = ‖s.r‖ ^ 2 := by rw [← h1, real_inner_comm, h2]
    simp only [energy] at h3 ⊢
    simp only [map_sub, map_smul, inner_sub_left, inner_sub_right, real_inner_smul_left,
      real_inner_smul_right, h4, h5, real_inner_self_eq_norm_sq]
    linear_combination h3 - stepLength A s * ‖s.p‖ ^ 2 * ha
```

## (d) Alignment survives the step

Let the state be aligned with $r\ne0$. Show that the next state is aligned as well, which after part (c) leaves
$$\langle r',p'\rangle=\|r'\|^2,\qquad \langle e',p'\rangle\,\|r'\|^2=\langle e',Ae'\rangle\,\|p'\|^2 .$$

Since $p'=r'+\beta p$ and $\langle r',p\rangle=0$, the first equation is immediate, and the squares add:
$$\|p'\|^2=\|r'\|^2+\beta^2\|p\|^2 .$$
Now use $\langle e',r'\rangle=\langle e',Ae'\rangle$, then $\|r'\|^2=\beta\|r\|^2$ in the second term, and then part (c):
$$\begin{aligned}
\langle e',p'\rangle\|r'\|^2
&=\langle e',Ae'\rangle\|r'\|^2+\beta\langle e',p\rangle\|r'\|^2\\
&=\langle e',Ae'\rangle\|r'\|^2+\beta^2\langle e',p\rangle\|r\|^2\\
&=\langle e',Ae'\rangle\bigl(\|r'\|^2+\beta^2\|p\|^2\bigr)
=\langle e',Ae'\rangle\|p'\|^2 .
\end{aligned}$$

The Lean facts `hE`, `hb` and `o3` are the three substitutions, and the last `linear_combination` adds them with these weights. The new residual may be zero.

```lean
/-- For symmetric positive definite `A`, a step with nonzero residual preserves alignment. -/
theorem aligned_step (hA : IsSPD A) (h : Aligned A xs s) (hr : s.r ≠ 0) :
    Aligned A xs (step A s) := by
  obtain ⟨o1, o2, o3⟩ := step_overlap hA h hr
  obtain ⟨β, hβ⟩ : ∃ β, β = ‖(step A s).r‖ ^ 2 / ‖s.r‖ ^ 2 := ⟨_, rfl⟩
  have hb : β * ‖s.r‖ ^ 2 = ‖(step A s).r‖ ^ 2 := by
    rw [hβ, div_mul_cancel₀ _ (pow_ne_zero 2 (norm_ne_zero_iff.mpr hr))]
  have hp : (step A s).p = (step A s).r + β • s.p := by
    rw [hβ]
    rfl
  have hE : ⟪xs - (step A s).x, (step A s).r⟫_ℝ = energy A (xs - (step A s).x) := by
    rw [energy, ← o1]
  refine ⟨o1, ?_, ?_⟩
  · rw [hp, inner_add_right, real_inner_smul_right, o2, real_inner_self_eq_norm_sq]
    ring
  · -- the old direction is orthogonal to the new residual, so the squares add
    rw [hp, norm_add_sq_real, inner_add_right, real_inner_smul_right,
      real_inner_smul_right, o2, norm_smul, mul_pow, Real.norm_eq_abs, sq_abs]
    linear_combination β ^ 2 * o3 - β * ⟪xs - (step A s).x, s.p⟫_ℝ * hb +
      ‖(step A s).r‖ ^ 2 * hE
```

## (e) Alignment along the whole run

Let $Ax_*=b$ and let $r_j\neq0$ for all $j<k$. Show that the state at step $k$ is aligned:
$$r_k=Ae_k,\qquad \langle r_k,p_k\rangle=\|r_k\|^2,\qquad \langle e_k,p_k\rangle\|r_k\|^2=\langle e_k,Ae_k\rangle\|p_k\|^2 .$$

Use induction on $k$. At $k=0$ no residual condition is needed: $r_0=b-Ax_0=A(x_*-x_0)=Ae_0$, and $p_0=r_0$ makes the other two equations identities. Part (d) carries the relations from $k$ to $k+1$, since $r_k\ne0$ is then among the assumptions. The induction runs forward only, so it does not require the method to terminate.

```lean
/-- For symmetric positive definite `A` and `A xs = b`, the run is aligned at step `k` if all
earlier residuals are nonzero. -/
theorem aligned_cg (hA : IsSPD A) (hx : A xs = b) (x₀ : E) (k : ℕ)
    (hr : ∀ j < k, (cg A b x₀ j).r ≠ 0) : Aligned A xs (cg A b x₀ k) := by
  induction k with
  | zero =>
    have h0 : b - A x₀ = A (xs - x₀) := by rw [map_sub, hx]
    refine ⟨h0, real_inner_self_eq_norm_sq _, ?_⟩
    change ⟪xs - x₀, b - A x₀⟫_ℝ * ‖b - A x₀‖ ^ 2 =
      ⟪xs - x₀, A (xs - x₀)⟫_ℝ * ‖b - A x₀‖ ^ 2
    rw [h0]
  | succ k ih =>
    exact aligned_step hA (ih fun j hj => hr j (by omega)) (hr k (by omega))
```

## (f) Squared distance along a line

For vectors $u,v$ and a real number $t$, show that
$$\|u-t\,v\|^2=\|u\|^2-2t\langle u,v\rangle+t^2\|v\|^2 .$$

Expand $\langle u-t\,v,\,u-t\,v\rangle$. The two mixed terms are equal in a real space, and $\|t\,v\|^2=t^2\|v\|^2$.

```lean
/-- The expansion of `‖u - t • v‖²` in powers of the real number `t`. -/
theorem norm_sub_smul_sq (u v : E) (t : ℝ) :
    ‖u - t • v‖ ^ 2 = ‖u‖ ^ 2 - 2 * t * ⟪u, v⟫_ℝ + t ^ 2 * ‖v‖ ^ 2 := by
  rw [norm_sub_sq_real, real_inner_smul_right, norm_smul, mul_pow, Real.norm_eq_abs, sq_abs]
  ring
```

## (g) The exact drop of the squared error

Let $Ax_*=b$ and let $r_0,\dots,r_k$ be nonzero. Show that $\langle p_k,Ap_k\rangle>0$ and
$$\|e_k\|^2-\|e_{k+1}\|^2=\bigl(\langle e_k,Ae_k\rangle+\langle e_{k+1},Ae_{k+1}\rangle\bigr)\frac{\|p_k\|^2}{\langle p_k,Ap_k\rangle}.$$

Parts (e) and (b) give the positivity. Let $a_k=\|r_k\|^2/\langle p_k,Ap_k\rangle$. By (a), $e_{k+1}=e_k-a_kp_k$, so (f) gives
$$\|e_k\|^2-\|e_{k+1}\|^2=a_k\bigl(2\langle e_k,p_k\rangle-a_k\|p_k\|^2\bigr)=a_k\bigl(\langle e_k,p_k\rangle+\langle e_{k+1},p_k\rangle\bigr),$$
because $\langle e_{k+1},p_k\rangle=\langle e_k,p_k\rangle-a_k\|p_k\|^2$. Insert $a_k$ and use the two overlap relations, (e) for the old error and (c) for the new one:
$$\|r_k\|^2\langle e_k,p_k\rangle=\langle e_k,Ae_k\rangle\|p_k\|^2,\qquad \|r_k\|^2\langle e_{k+1},p_k\rangle=\langle e_{k+1},Ae_{k+1}\rangle\|p_k\|^2 .$$
Their sum divided by $\langle p_k,Ap_k\rangle$ is the claim.

Since $Ae_k=r_k\neq0$, the error $e_k$ is nonzero and its energy is positive; $p_k$ is nonzero too. The right side is then positive, and the Euclidean error falls strictly. This sign argument is a short deduction from the theorem and has no Lean statement of its own.

In the code, `h1` and `h2` are the two overlap relations, `hs` is the formula for $\langle e_{k+1},p_k\rangle$ and `hn` is the expansion from (f). The proof clears the denominator with `eq_div_iff` and adds the relations.

```lean
/-- For symmetric positive definite `A`, `A xs = b` and nonzero `r_0, ..., r_k`, the energy of
`p_k` is positive, and the squared Euclidean error drops by the sum of the old and new error
energies times `‖p_k‖² / ⟨p_k, A p_k⟩`. -/
theorem euclidean_error_drop (hA : IsSPD A) (hx : A xs = b) (x₀ : E) (k : ℕ)
    (hr : ∀ j ≤ k, (cg A b x₀ j).r ≠ 0) :
    0 < energy A (cg A b x₀ k).p ∧
    ‖err A b x₀ xs k‖ ^ 2 - ‖err A b x₀ xs (k + 1)‖ ^ 2 =
      (energy A (err A b x₀ xs k) + energy A (err A b x₀ xs (k + 1))) *
        ‖(cg A b x₀ k).p‖ ^ 2 / energy A (cg A b x₀ k).p := by
  have h := aligned_cg hA hx x₀ k fun j hj => hr j hj.le
  have hk := hr k le_rfl
  simp only [err, cg]
  generalize cg A b x₀ k = s at h hk ⊢
  have hD := curvature_pos hA h hk
  have ha : stepLength A s * energy A s.p = ‖s.r‖ ^ 2 := div_mul_cancel₀ _ hD.ne'
  have h1 := h.err
  have h2 := (step_overlap hA h hk).2.2
  have hs : ⟪xs - (step A s).x, s.p⟫_ℝ =
      ⟪xs - s.x, s.p⟫_ℝ - stepLength A s * ‖s.p‖ ^ 2 := by
    rw [step_error, inner_sub_left (xs - s.x), real_inner_smul_left,
      real_inner_self_eq_norm_sq]
  have hn : ‖xs - (step A s).x‖ ^ 2 = ‖xs - s.x‖ ^ 2 -
      2 * stepLength A s * ⟪xs - s.x, s.p⟫_ℝ + stepLength A s ^ 2 * ‖s.p‖ ^ 2 := by
    rw [step_error, norm_sub_smul_sq]
  rw [hs] at h2
  -- add the overlap relations before and after the step
  refine ⟨hD, ?_⟩
  rw [eq_div_iff hD.ne', hn]
  linear_combination
    (2 * ⟪xs - s.x, s.p⟫_ℝ - stepLength A s * ‖s.p‖ ^ 2) * ha + h1 + h2
```

## (h) The nearest point on the search line

Under the same assumptions, find the point $x_{k+1}+t\,p_k$ nearest to $x_*$ in the Euclidean norm. Show that it is reached only at
$$t=c,\qquad c=\frac{\langle e_{k+1},Ae_{k+1}\rangle}{\|r_k\|^2}.$$

The distance to $x_*$ is $\|e_{k+1}-t\,p_k\|$. Part (c) reads $\langle e_{k+1},p_k\rangle=c\,\|p_k\|^2$. Subtracting the expansion (f) at $c$ from that at $t$ gives
$$\|e_{k+1}-t\,p_k\|^2-\|e_{k+1}-c\,p_k\|^2=(t-c)^2\|p_k\|^2 ,$$
which is positive for $t\neq c$ because $p_k\neq0$. Since $c\ge0$, the step in the $A$-norm never passes the Euclidean minimum on its line; it stops short of it unless $e_{k+1}=0$, when the two points coincide.

Lean states the result as a strict inequality for every $t$ other than $c$. The fact `hpos` is the positive excess, and `lt_of_pow_lt_pow_left₀` passes from squared norms to norms.

```lean
/-- For symmetric positive definite `A`, `A xs = b` and nonzero `r_0, ..., r_k`, the unique
point of the search line nearest to `xs` is reached from `x_(k+1)` by moving a further
`⟨e_(k+1), A e_(k+1)⟩ / ‖r_k‖²` along `p_k`. -/
theorem nearest_point_beyond_step (hA : IsSPD A) (hx : A xs = b) (x₀ : E) (k : ℕ)
    (hr : ∀ j ≤ k, (cg A b x₀ j).r ≠ 0) (t : ℝ)
    (ht : t ≠ energy A (err A b x₀ xs (k + 1)) / ‖(cg A b x₀ k).r‖ ^ 2) :
    ‖err A b x₀ xs (k + 1) - (energy A (err A b x₀ xs (k + 1)) /
      ‖(cg A b x₀ k).r‖ ^ 2) • (cg A b x₀ k).p‖ <
    ‖err A b x₀ xs (k + 1) - t • (cg A b x₀ k).p‖ := by
  have h := aligned_cg hA hx x₀ k fun j hj => hr j hj.le
  have hk := hr k le_rfl
  have hp : (cg A b x₀ k).p ≠ 0 := by
    intro h0
    have hD := curvature_pos hA h hk
    rw [h0, energy, inner_zero_left] at hD
    exact lt_irrefl _ hD
  have hs : ⟪err A b x₀ xs (k + 1), (cg A b x₀ k).p⟫_ℝ =
      energy A (err A b x₀ xs (k + 1)) / ‖(cg A b x₀ k).r‖ ^ 2 *
        ‖(cg A b x₀ k).p‖ ^ 2 := by
    rw [div_mul_eq_mul_div, eq_div_iff (pow_ne_zero 2 (norm_ne_zero_iff.mpr hk))]
    exact (step_overlap hA h hk).2.2
  generalize energy A (err A b x₀ xs (k + 1)) / ‖(cg A b x₀ k).r‖ ^ 2 = c at hs ht ⊢
  -- completing the square leaves a strictly positive excess
  have hc : t - c ≠ 0 := sub_ne_zero.mpr ht
  have hpos : 0 < (t - c) ^ 2 * ‖(cg A b x₀ k).p‖ ^ 2 := by positivity
  apply lt_of_pow_lt_pow_left₀ 2 (norm_nonneg _)
  rw [norm_sub_smul_sq, norm_sub_smul_sq, hs]
  nlinarith [hpos]

end

end ConjugateGradientError
```

```lean
#print axioms ConjugateGradientError.euclidean_error_drop
-- 'ConjugateGradientError.euclidean_error_drop' depends on axioms: [propext, Classical.choice, Quot.sound]
#print axioms ConjugateGradientError.nearest_point_beyond_step
-- 'ConjugateGradientError.nearest_point_beyond_step' depends on axioms: [propext, Classical.choice, Quot.sound]
```
